# The real two-site Kitaev chain has a zero mode exactly when $t^2 - d^2 = m_1 m_2$

## Can I trust the contour I draw instead of diagonalising?

When I scan the two on-site energies $m_1, m_2$ of a two-site Kitaev chain with hopping $t$ and pairing $d$, all real, I do not diagonalise at each point. I draw the curve $m_1 m_2 = t^2 - d^2$ and take it as the place where a quasiparticle energy passes through zero. The step rests on the claim that the $4\times4$ Bogoliubov matrix has determinant $(m_1 m_2 - t^2 + d^2)^2$. I once got this by expanding the determinant, and I would like to see where the perfect square comes from, whether the curve catches every zero mode and nothing else, and what the other eigenvalues are. Can this be made rigorous and checked by a machine?

## The curve is exact for the quadratic model with real parameters

For all real $m_1, m_2, t, d$ the determinant is the square you quote, and the matrix annihilates a nonzero vector if and only if $t^2 - d^2 = m_1 m_2$. The square comes from a block identity that holds for any number of sites, provided the one-body block is real symmetric and the pairing block is real antisymmetric. For two sites the eigenvalues also come out in closed form.

### The Hamiltonian and its matrix

Label the sites $0$ and $1$, as Lean does, with fermion operators $c_0, c_1$. The energy $m_1$ belongs to site $0$ and $m_2$ to site $1$. The model is

$$\hat H = m_1 c_0^\dagger c_0 + m_2 c_1^\dagger c_1 + t\,(c_0^\dagger c_1 + c_1^\dagger c_0) + d\,(c_0^\dagger c_1^\dagger + c_1 c_0).$$

Here $m_1, m_2$ are level energies measured from the chemical potential, $t$ is the amplitude for moving a fermion between the sites, and $d$ is a fixed mean-field amplitude for creating or removing a pair. With $\Psi = (c_0, c_1, c_0^\dagger, c_1^\dagger)^T$ one has $\hat H = \tfrac12 \Psi^\dagger H \Psi + \tfrac12 \operatorname{tr} h$, where

$$H = \begin{pmatrix} h & D \\ D^T & -h \end{pmatrix}, \qquad h = \begin{pmatrix} m_1 & t \\ t & m_2 \end{pmatrix}, \qquad D = \begin{pmatrix} 0 & d \\ -d & 0 \end{pmatrix}.$$

The same block form makes sense for $n$ sites with real $n\times n$ matrices $h$ and $D$. The condition $h^T = h$ is hermiticity of a real one-body term. The condition $D^T = -D$ reflects $c_i^\dagger c_j^\dagger = -c_j^\dagger c_i^\dagger$, which removes any symmetric part of $D$ from $\hat H$. The theorems below start from the matrix $H$. Whatever this answer says about $\hat H$ and its operators, about the second zero vector, and in the counter-examples at the end is ordinary algebra added around them and is not among the machine-checked statements.

### A shear makes the matrix block triangular

Let $I$ be the $n\times n$ identity and

$$L = \begin{pmatrix} I & 0 \\ I & I \end{pmatrix}, \qquad \det L = 1 .$$

Multiplying on the right by $L$ adds the second block column to the first, and multiplying on the left adds the first block row to the second:

$$HL = \begin{pmatrix} h + D & D \\ D^T - h & -h \end{pmatrix}, \qquad LHL = \begin{pmatrix} h + D & D \\ D + D^T & D - h \end{pmatrix}.$$

Antisymmetry of $D$ makes the lower left block vanish. For the lower right block, $(h+D)^T = h - D$ by both symmetry conditions, so $D - h = -(h+D)^T$. The determinant of a block triangular matrix is the product of the determinants of its diagonal blocks, a sign on an $n\times n$ matrix contributes $(-1)^n$, and transposition changes nothing. Hence

$$\det H = \det(h+D)\,\det\!\big(-(h+D)^T\big) = (-1)^n \det(h+D)^2 .$$

For one site $D = 0$, $H = \operatorname{diag}(h, -h)$ and the formula reads $\det H = -h^2$. For no sites both sides equal $1$.

A square matrix annihilates a nonzero vector exactly when its determinant is zero, so $H$ has a zero mode if and only if $\det(h+D) = 0$. In that case pick $u \neq 0$ with $(h+D)u = 0$. Then

$$H \begin{pmatrix} u \\ u \end{pmatrix} = \begin{pmatrix} (h + D)u \\ (D^T - h)u \end{pmatrix} = \begin{pmatrix} (h+D)u \\ -(h+D)u \end{pmatrix} = 0 .$$

So whenever a zero mode exists, one exists with equal particle and hole amplitudes. It corresponds to the operator $\sum_i u_i (c_i + c_i^\dagger)$, which is its own adjoint.

### Two sites: determinant and zero-mode curve

For the chain,

$$h + D = \begin{pmatrix} m_1 & t + d \\ t - d & m_2 \end{pmatrix}, \qquad \det(h+D) = m_1 m_2 - (t+d)(t-d) = m_1 m_2 - t^2 + d^2 .$$

With $(-1)^2 = 1$ this gives $\det H = (m_1 m_2 - t^2 + d^2)^2$, which vanishes exactly when $t^2 - d^2 = m_1 m_2$. In the $(m_1, m_2)$ plane this is a hyperbola for $t^2 \neq d^2$ and the pair of axes for $t^2 = d^2$. At $m_1 = m_2 = 0$, $d = t$ the first column of $h + D$ is zero, so $u = (1, 0)$ works, and the normalised zero vector is $(1, 0, 1, 0)/\sqrt2$, with all its weight on site $0$.

### Two sites: the four eigenvalues

The map $H \mapsto LHL$ keeps the determinant but is not a similarity transformation, so it need not preserve the eigenvalues; here they are found from the secular determinant. For a real number $E$ put $p = E - m_1$, $q = E - m_2$, $r = E + m_1$, $s = E + m_2$. In the order particle $0$, particle $1$, hole $0$, hole $1$,

$$E - H = \begin{pmatrix} p & -t & 0 & -d \\ -t & q & d & 0 \\ 0 & d & r & t \\ -d & 0 & t & s \end{pmatrix}.$$

Let $M_j$ be the minor obtained by deleting row $0$ and column $j$. Expanding along row $0$ gives $\det(E-H) = p M_0 + t M_1 + d M_3$ with

$$M_0 = q(rs - t^2) - d^2 s, \qquad M_1 = -t(rs - t^2) - t d^2, \qquad M_3 = -t^2 d - qrd + d^3 .$$

Collecting terms,

$$\det(E - H) = pqrs - t^2(pq + rs) - d^2(ps + qr) + t^4 - 2t^2d^2 + d^4 .$$

Now $pqrs = (E^2 - m_1^2)(E^2 - m_2^2)$, $pq + rs = 2E^2 + 2m_1m_2$ and $ps + qr = 2E^2 - 2m_1m_2$, so

$$\det(E - H) = E^4 - (m_1^2 + m_2^2 + 2t^2 + 2d^2)E^2 + (m_1m_2 - t^2 + d^2)^2 .$$

Define

$$a = \sqrt{\left(\tfrac{m_1+m_2}{2}\right)^2 + d^2}, \qquad b = \sqrt{\left(\tfrac{m_1-m_2}{2}\right)^2 + t^2}.$$

Then $2(a^2 + b^2) = m_1^2 + m_2^2 + 2t^2 + 2d^2$ and $a^2 - b^2 = m_1m_2 - t^2 + d^2$. The polynomial becomes

$$E^4 - 2(a^2+b^2)E^2 + (a^2-b^2)^2 = \big(E^2 - (a+b)^2\big)\big(E^2 - (a-b)^2\big),$$

whose roots are $E = \pm a \pm b$ with independent signs. Since $a, b \ge 0$, the zero-mode condition $a^2 = b^2$ is the same as $a = b$.

### The Lean file

```lean
import Mathlib

open Matrix

namespace TwoSiteKitaev

noncomputable section

variable {n : Type*} [Fintype n] [DecidableEq n]

/-- The real Bogoliubov matrix `[[h, D], [Dᵀ, -h]]` acting on particle and hole amplitudes. -/
def bdg (h D : Matrix n n ℝ) : Matrix (n ⊕ n) (n ⊕ n) ℝ :=
  fromBlocks h D Dᵀ (-h)

/-- A matrix has a zero mode when it annihilates some nonzero vector. -/
def HasZeroMode {m : Type*} [Fintype m] (H : Matrix m m ℝ) : Prop :=
  ∃ v, v ≠ 0 ∧ H *ᵥ v = 0

/-- One-body block of the two-site chain: on-site energies `m1`, `m2` and hopping `t`. -/
def hop (m1 m2 t : ℝ) : Matrix (Fin 2) (Fin 2) ℝ := !![m1, t; t, m2]

/-- Pairing block of the two-site chain with amplitude `d`. -/
def pair (d : ℝ) : Matrix (Fin 2) (Fin 2) ℝ := !![0, d; -d, 0]

/-- Bogoliubov matrix of the two-site Kitaev chain. -/
def kitaev (m1 m2 t d : ℝ) : Matrix (Fin 2 ⊕ Fin 2) (Fin 2 ⊕ Fin 2) ℝ :=
  bdg (hop m1 m2 t) (pair d)

/-- For symmetric `h` and antisymmetric `D` on `n` sites, the determinant of the Bogoliubov
matrix is `(-1)^n det(h + D)²`. -/
theorem det_bdg (h D : Matrix n n ℝ) (hh : hᵀ = h) (hD : Dᵀ = -D) :
    (bdg h D).det = (-1) ^ Fintype.card n * (h + D).det ^ 2 := by
  -- a shear of unit determinant brings the matrix to block triangular form
  have hL : (fromBlocks (1 : Matrix n n ℝ) (0 : Matrix n n ℝ) (1 : Matrix n n ℝ)
      (1 : Matrix n n ℝ)).det = 1 := by
    rw [det_fromBlocks_zero₁₂]; simp
  have key : fromBlocks (1 : Matrix n n ℝ) (0 : Matrix n n ℝ) (1 : Matrix n n ℝ)
      (1 : Matrix n n ℝ) * (bdg h D * fromBlocks (1 : Matrix n n ℝ) (0 : Matrix n n ℝ)
      (1 : Matrix n n ℝ) (1 : Matrix n n ℝ)) = fromBlocks (h + D) D 0 (-(h + D)ᵀ) := by
    rw [bdg, transpose_add, hh, hD, fromBlocks_multiply, fromBlocks_multiply]
    congr 1 <;> noncomm_ring
  have hdet := congrArg Matrix.det key
  rw [det_mul, det_mul, hL, det_fromBlocks_zero₂₁, det_neg, det_transpose] at hdet
  linear_combination hdet

/-- For symmetric `h` and antisymmetric `D`, the Bogoliubov matrix has a zero mode exactly
when `det(h + D) = 0`. -/
theorem hasZeroMode_bdg_iff (h D : Matrix n n ℝ) (hh : hᵀ = h) (hD : Dᵀ = -D) :
    HasZeroMode (bdg h D) ↔ (h + D).det = 0 := by
  unfold HasZeroMode
  rw [Matrix.exists_mulVec_eq_zero_iff, det_bdg h D hh hD]
  simp

/-- For symmetric `h` and antisymmetric `D`, a zero mode exists exactly when one exists
with equal particle and hole amplitudes `(u, u)`. -/
theorem hasZeroMode_iff_self_conjugate (h D : Matrix n n ℝ) (hh : hᵀ = h) (hD : Dᵀ = -D) :
    HasZeroMode (bdg h D) ↔ ∃ u : n → ℝ, u ≠ 0 ∧ bdg h D *ᵥ Sum.elim u u = 0 := by
  constructor
  · intro hz
    -- take `u` in the kernel of `h + D`
    obtain ⟨u, hu0, hu⟩ :=
      Matrix.exists_mulVec_eq_zero_iff.mpr ((hasZeroMode_bdg_iff h D hh hD).mp hz)
    refine ⟨u, hu0, ?_⟩
    have h1 : h *ᵥ u + D *ᵥ u = 0 := by rw [← add_mulVec, hu]
    have h2 : Dᵀ *ᵥ u + (-h) *ᵥ u = 0 := by
      have e : Dᵀ + -h = -(h + D) := by rw [hD]; abel
      rw [← add_mulVec, e, neg_mulVec, hu, neg_zero]
    rw [bdg, fromBlocks_mulVec, Sum.elim_comp_inl, Sum.elim_comp_inr, h1, h2]
    ext i
    rcases i with i | i <;> simp
  · rintro ⟨u, hu0, hu⟩
    refine ⟨Sum.elim u u, ?_, hu⟩
    intro h0
    apply hu0
    ext i
    exact congrFun h0 (Sum.inl i)

/-- The two-site blocks are symmetric and antisymmetric, and for `m1 = m2 = 0`, `d = t` the
vector with particle and hole amplitudes `(1, 0)` is annihilated. -/
theorem kitaev_witness (m1 m2 t d : ℝ) :
    (hop m1 m2 t)ᵀ = hop m1 m2 t ∧ (pair d)ᵀ = -pair d ∧
      kitaev 0 0 t t *ᵥ Sum.elim ![1, 0] ![1, 0] = 0 := by
  refine ⟨?_, ?_, ?_⟩
  · ext i j
    fin_cases i <;> fin_cases j <;> simp [hop]
  · ext i j
    fin_cases i <;> fin_cases j <;> simp [pair]
  · ext i
    rcases i with i | i <;> fin_cases i <;>
      simp [kitaev, bdg, hop, pair, Matrix.mulVec, dotProduct, Fintype.sum_sum_type,
        Fin.sum_univ_two]

/-- The Bogoliubov matrix of the two-site chain has determinant `(m1 m2 - t² + d²)²`. -/
theorem det_kitaev (m1 m2 t d : ℝ) :
    (kitaev m1 m2 t d).det = (m1 * m2 - t ^ 2 + d ^ 2) ^ 2 := by
  obtain ⟨hh, hD, -⟩ := kitaev_witness m1 m2 t d
  have hs : (hop m1 m2 t + pair d).det = m1 * m2 - t ^ 2 + d ^ 2 := by
    rw [det_fin_two]
    simp [hop, pair]
    ring
  rw [kitaev, det_bdg _ _ hh hD, hs, Fintype.card_fin]
  ring

/-- The two-site chain has a zero mode exactly when `t² - d² = m1 m2`. -/
theorem kitaev_zero_mode_iff (m1 m2 t d : ℝ) :
    HasZeroMode (kitaev m1 m2 t d) ↔ t ^ 2 - d ^ 2 = m1 * m2 := by
  unfold HasZeroMode
  rw [Matrix.exists_mulVec_eq_zero_iff, det_kitaev, pow_eq_zero_iff (two_ne_zero)]
  constructor <;> intro h <;> linarith

/-- Labelling of the two particle and two hole components by `0, 1, 2, 3`. -/
def nambuIndex : Fin 4 ≃ Fin 2 ⊕ Fin 2 where
  toFun := ![Sum.inl 0, Sum.inl 1, Sum.inr 0, Sum.inr 1]
  invFun := Sum.elim ![0, 1] ![2, 3]
  left_inv := by unfold Function.LeftInverse; decide
  right_inv := by unfold Function.RightInverse Function.LeftInverse; decide

/-- The secular determinant of the two-site chain is
`E⁴ - (m1² + m2² + 2t² + 2d²) E² + (m1 m2 - t² + d²)²`. -/
theorem secular_kitaev (m1 m2 t d E : ℝ) :
    (E • (1 : Matrix (Fin 2 ⊕ Fin 2) (Fin 2 ⊕ Fin 2) ℝ) - kitaev m1 m2 t d).det =
      E ^ 4 - (m1 ^ 2 + m2 ^ 2 + 2 * t ^ 2 + 2 * d ^ 2) * E ^ 2
        + (m1 * m2 - t ^ 2 + d ^ 2) ^ 2 := by
  -- write the matrix out as an explicit 4 × 4 array
  have e : (E • (1 : Matrix (Fin 2 ⊕ Fin 2) (Fin 2 ⊕ Fin 2) ℝ) - kitaev m1 m2 t d).submatrix
      nambuIndex nambuIndex =
      !![E - m1, -t, 0, -d; -t, E - m2, d, 0; 0, d, E + m1, t; -d, 0, t, E + m2] := by
    ext i j
    fin_cases i <;> fin_cases j <;>
      simp [nambuIndex, kitaev, bdg, hop, pair]
  rw [← det_submatrix_equiv_self nambuIndex, e]
  simp [Matrix.det_succ_row_zero, Fin.sum_univ_succ, Fin.succAbove]
  ring

/-- `E` is an eigenvalue of the two-site Bogoliubov matrix exactly when `E = ±a ± b`, with
`a = √(((m1 + m2)/2)² + d²)` and `b = √(((m1 - m2)/2)² + t²)`. -/
theorem spectrum_kitaev (m1 m2 t d E a b : ℝ)
    (ha : a = Real.sqrt (((m1 + m2) / 2) ^ 2 + d ^ 2))
    (hb : b = Real.sqrt (((m1 - m2) / 2) ^ 2 + t ^ 2)) :
    (∃ v, v ≠ 0 ∧ kitaev m1 m2 t d *ᵥ v = E • v) ↔
      E = a + b ∨ E = a - b ∨ E = -a + b ∨ E = -a - b := by
  have ha2 : a ^ 2 = ((m1 + m2) / 2) ^ 2 + d ^ 2 := by
    rw [ha]; exact Real.sq_sqrt (by positivity)
  have hb2 : b ^ 2 = ((m1 - m2) / 2) ^ 2 + t ^ 2 := by
    rw [hb]; exact Real.sq_sqrt (by positivity)
  have hv : ∀ v, kitaev m1 m2 t d *ᵥ v = E • v ↔
      (E • (1 : Matrix (Fin 2 ⊕ Fin 2) (Fin 2 ⊕ Fin 2) ℝ) - kitaev m1 m2 t d) *ᵥ v = 0 := by
    intro v
    rw [sub_mulVec, smul_mulVec, one_mulVec, sub_eq_zero]
    exact eq_comm
  -- the secular polynomial splits into four linear factors
  have hf : E ^ 4 - (m1 ^ 2 + m2 ^ 2 + 2 * t ^ 2 + 2 * d ^ 2) * E ^ 2
      + (m1 * m2 - t ^ 2 + d ^ 2) ^ 2 =
      (E - (a + b)) * (E - (a - b)) * (E - (-a + b)) * (E - (-a - b)) := by
    calc _ = E ^ 4 - 2 * (a ^ 2 + b ^ 2) * E ^ 2 + (a ^ 2 - b ^ 2) ^ 2 := by
          rw [ha2, hb2]; ring
      _ = _ := by ring
  simp only [hv]
  rw [Matrix.exists_mulVec_eq_zero_iff, secular_kitaev, hf]
  simp only [mul_eq_zero, sub_eq_zero, or_assoc]

end

end TwoSiteKitaev
```

```lean
#print axioms TwoSiteKitaev.hasZeroMode_iff_self_conjugate
-- 'TwoSiteKitaev.hasZeroMode_iff_self_conjugate' depends on axioms: [propext, Classical.choice, Quot.sound]
#print axioms TwoSiteKitaev.kitaev_zero_mode_iff
-- 'TwoSiteKitaev.kitaev_zero_mode_iff' depends on axioms: [propext, Classical.choice, Quot.sound]
#print axioms TwoSiteKitaev.spectrum_kitaev
-- 'TwoSiteKitaev.spectrum_kitaev' depends on axioms: [propext, Classical.choice, Quot.sound]
```

### How the Lean objects match the chain

The definition `bdg h D` is the matrix $H$, built by `fromBlocks h D Dᵀ (-h)`. Its index type `n ⊕ n` carries the particle–hole structure: `Sum.inl i` is the particle component on site $i$ and `Sum.inr i` the hole component. In Lean `n` is the finite set of sites, and `Fintype.card n` is the number called $n$ above. `Sum.elim u u` is the stacked vector $(u, u)$. The definitions `hop` and `pair` are the two-site $h$ and $D$, with `m1` at index $0$ and `m2` at index $1$, and `kitaev` assembles them. The sign convention is $+m$ and $+t$ in $h$. A model written with $-\mu$ on the diagonal has $m = -\mu$, and the signs of $t$ and $d$ do not enter any determinant or eigenvalue. No factor $\tfrac12$ is included in $H$, so its eigenvalues are quasiparticle energies and their negatives.

`HasZeroMode H` says that some real vector `v` with `v ≠ 0` satisfies `H *ᵥ v = 0`. No normalisation is imposed.

Three theorems hold for any finite set of sites under the hypotheses `hh : hᵀ = h` and `hD : Dᵀ = -D`. `det_bdg` states $\det H = (-1)^n \det(h+D)^2$. `hasZeroMode_bdg_iff` states that a zero mode exists if and only if $\det(h+D) = 0$. `hasZeroMode_iff_self_conjugate` states that a zero mode exists if and only if there is $u \ne 0$ with $H(u,u) = 0$. This last statement concerns existence: it does not say that every zero vector has the form $(u,u)$.

The two-site theorems carry no restriction on the four real parameters. `kitaev_witness` states that `hop` is symmetric, that `pair` is antisymmetric, and that `kitaev 0 0 t t` annihilates the unnormalised vector $(1,0,1,0)$. `det_kitaev` is your determinant and `kitaev_zero_mode_iff` is your curve, in both directions. `secular_kitaev` is the quartic in $E$. `spectrum_kitaev` states that a real $E$ has a nonzero real eigenvector if and only if it equals one of $a+b$, $a-b$, $-a+b$, $-a-b$. Its hypotheses `ha` and `hb` only give the names $a$ and $b$ to the two square roots.

What the statements leave open should shape how the curve is read. All entries and vectors are real, so complex hopping or pairing on a longer chain is not treated. The spectrum is identified as a set, without multiplicities, and the dimension of the kernel is not given. At $m_1 = m_2 = 0$, $d = t$ the vector $(0, 1, 0, -1)/\sqrt2$ on site $1$ is annihilated as well, as direct multiplication shows, but only its partner on site $0$ appears in a theorem. The Kitaev chain is known for end modes of a long chain that survive perturbations. Two sites have no bulk, and the zero mode here exists on a tuned surface in parameter space; $u$ can be placed on a single site only when $m_1 = 0$, $d = t$ (site $0$) or $m_2 = 0$, $d = -t$ (site $1$), and elsewhere on that surface it has weight on both sites. There is no density–density interaction, and $d$ is an input, not determined self-consistently.

### How the proofs follow the algebra

In `det_bdg`, `hL` is $\det L = 1$, from the block triangular rule `det_fromBlocks_zero₁₂`. The identity `key` is $LHL$ in triangular form: after `hh` and `hD` are substituted and the blocks multiplied out, `congr 1` separates the four block equations and `noncomm_ring` settles each as an identity among non-commuting matrices. Taking determinants of both sides gives `hdet`, where `det_fromBlocks_zero₂₁` splits the right side, `det_neg` produces $(-1)^n$ and `det_transpose` turns the product into a square.

`hasZeroMode_bdg_iff` uses Mathlib's `Matrix.exists_mulVec_eq_zero_iff`, the equivalence between a nontrivial kernel and a vanishing determinant, and then discards the nonzero sign and the square. In `hasZeroMode_iff_self_conjugate` the same equivalence, applied to $h + D$, supplies $u$. The statements `h1` and `h2` are the upper and lower halves of $H(u,u)$, with `e` recording $D^T - h = -(h+D)$. The converse only needs $(u,u) \neq 0$, which is read off the particle components.

`kitaev_witness` checks entries one at a time. `det_kitaev` takes the two symmetry properties from it, computes the $2\times2$ determinant in `hs`, and applies `det_bdg` with two sites. `kitaev_zero_mode_iff` then removes the square by `pow_eq_zero_iff` and rearranges the equation in each direction.

For the quartic, `nambuIndex` lists the four components in the order used above, and `det_submatrix_equiv_self` says that relabelling rows and columns together keeps the determinant. The step `e` writes out the explicit array, `Matrix.det_succ_row_zero` is the expansion along row $0$, applied again to the minors, and `ring` collects the terms. In `spectrum_kitaev`, `ha2` and `hb2` square the roots, `hv` turns $Hv = Ev$ into $(E - H)v = 0$, and `hf` is the factorisation in the two stages shown above, first into $a^2$ and $b^2$ and then into four linear factors. A product of real numbers vanishes exactly when a factor does, which gives the four alternatives.

### Without antisymmetric pairing or symmetric hopping

Take one site with $h = 1$ and $D = -1$, which violates $D^T = -D$. Then $h + D = 0$, but

$$H = \begin{pmatrix} 1 & -1 \\ -1 & -1 \end{pmatrix}, \qquad \det H = -2,$$

so the criterion predicts a zero mode that is not there. Such a $D$ multiplies $c^\dagger c^\dagger = 0$ and describes no fermionic pairing.

Now keep $D$ antisymmetric and give up $h^T = h$. The shear still yields $\det H = \det(h+D)\det(D-h)$, but the two factors are no longer tied together. With two sites and $h = D = \begin{pmatrix} 0 & 1 \\ -1 & 0 \end{pmatrix}$ one has $\det(h+D) = 4$, while $H$ annihilates $(u, -u)$ for every $u$, so the criterion misses a zero mode. Such an $h$ is not Hermitian, so it cannot be the one-body block of a Hermitian $\hat H$.

### What the curve means for the many-body levels

In the non-interacting two-site model with fixed pairing, $\hat H$ splits by fermion parity into two $2\times2$ blocks, with levels $\tfrac{m_1+m_2}{2} \pm a$ for even parity and $\tfrac{m_1+m_2}{2} \pm b$ for odd parity, so the curve $a = b$ is where the lowest even and lowest odd states are degenerate. For a simulation of this real, two-site, mean-field model, the closed forms $\pm a \pm b$ give exact values against which a numerical Bogoliubov diagonalisation can be compared. They are unchanged under $t \to -t$, under $d \to -d$ and under $(m_1, m_2) \to (-m_1, -m_2)$, so agreement says nothing about those sign choices.
